# An open chain of sites contains no closed ring of bonds

The lemma says that a finite open chain, with bonds only between neighbouring sites, contains no ring. In mathematical terms, the path graph on `n` vertices is acyclic, for every natural number `n`; the statement concerns connectivity alone, with no Hamiltonian or electrons. The attempt uses the criterion that a graph is acyclic when every edge is a bridge, that is, when removing the edge leaves its two ends disconnected. With the bond between `u` and `v` removed, it shows that no walk can cross from the sites numbered up to the smaller of `u` and `v` to the sites beyond.

In Lean, a first try:

```lean
import Mathlib

open Finset

namespace PathIsAcyclic

/-- The path is acyclic. -/
theorem path_isAcyclic (n : ℕ) : (SimpleGraph.pathGraph n).IsAcyclic := by
  rw [SimpleGraph.isAcyclic_iff_forall_adj_isBridge]
  intro u v huv
  -- without the bond `uv` no step leads from the left part to the right part
  have step : ∀ x y, (SimpleGraph.pathGraph n \ SimpleGraph.fromEdgeSet {s(u, v)}).Adj x y →
      (x.val ≤ min u.val v.val ↔ y.val ≤ min u.val v.val) := by
    intro x y h
    simp only [SimpleGraph.sdiff_adj, SimpleGraph.fromEdgeSet_adj, Set.mem_singleton_iff,
      Sym2.eq_iff, SimpleGraph.pathGraph_adj, Fin.ext_iff, ne_eq] at h huv
    omega
  have walk : ∀ x y, (SimpleGraph.pathGraph n \ SimpleGraph.fromEdgeSet {s(u, v)}).Walk x y →
      (x.val ≤ min u.val v.val ↔ y.val ≤ min u.val v.val) := by
    intro x y p
    induction p with
    | nil => rfl
    | cons h _ ih => exact (step _ _ h).trans ih
  rw [SimpleGraph.isBridge_iff]
  refine ⟨huv, ?_⟩
  rintro ⟨p⟩
  have h := walk u v p
  rw [SimpleGraph.pathGraph_adj] at huv
  omega

end PathIsAcyclic
```

The compiler's answer:

```
Main.lean:25:9: error: Invalid `⟨...⟩` notation: The expected type
  ((SimpleGraph.pathGraph n).deleteEdges {s(u, v)}).Reachable u v → False
is not an inductive type

Note: This notation can only be used when the expected type is an inductive type with a single constructor
Main.lean:26:2: error: No goals to be solved
```

The repair, with which the file compiles:

```diff
@@ -9,22 +9,19 @@
   rw [SimpleGraph.isAcyclic_iff_forall_adj_isBridge]
   intro u v huv
-  -- without the bond `uv` no step leads from the left part to the right part
-  have step : ∀ x y, (SimpleGraph.pathGraph n \ SimpleGraph.fromEdgeSet {s(u, v)}).Adj x y →
-      (x.val ≤ min u.val v.val ↔ y.val ≤ min u.val v.val) := by
-    intro x y h
-    simp only [SimpleGraph.sdiff_adj, SimpleGraph.fromEdgeSet_adj, Set.mem_singleton_iff,
-      Sym2.eq_iff, SimpleGraph.pathGraph_adj, Fin.ext_iff, ne_eq] at h huv
-    omega
-  have walk : ∀ x y, (SimpleGraph.pathGraph n \ SimpleGraph.fromEdgeSet {s(u, v)}).Walk x y →
+  rw [SimpleGraph.pathGraph_adj] at huv
+  -- without the bond `uv` no walk leads from the left part to the right part
+  have walk : ∀ x y, ((SimpleGraph.pathGraph n).deleteEdges {s(u, v)}).Walk x y →
       (x.val ≤ min u.val v.val ↔ y.val ≤ min u.val v.val) := by
     intro x y p
     induction p with
     | nil => rfl
-    | cons h _ ih => exact (step _ _ h).trans ih
+    | cons h _ ih =>
+      refine Iff.trans ?_ ih
+      simp only [SimpleGraph.deleteEdges_adj, Set.mem_singleton_iff, Sym2.eq_iff,
+        SimpleGraph.pathGraph_adj, Fin.ext_iff] at h
+      omega
   rw [SimpleGraph.isBridge_iff]
-  refine ⟨huv, ?_⟩
   rintro ⟨p⟩
   have h := walk u v p
-  rw [SimpleGraph.pathGraph_adj] at huv
   omega
 
```

Diagnosis. After `rw [SimpleGraph.isBridge_iff]`, the goal is only that `v` is not reachable from `u` once the edge is deleted. The line `refine ⟨huv, ?_⟩` instead supplies a pair, as if adjacency also had to be proved. Lean unfolds the negation to `Reachable u v → False`, a function type, which `⟨...⟩` cannot build. The second message is a consequence: after the first error Lean has no goal left open, so `rintro` finds nothing to do.

Deleting the `refine` line cures both errors, since `rintro ⟨p⟩` can then take the supposed walk directly from the negated reachability.

The other changes are tidying as far as the messages show. `walk` is now stated with `deleteEdges`, the form in which the goal appears, and `step` is folded into its induction. Rewriting `huv` earlier gives both `omega` calls the fact that `u` and `v` are neighbours in numerical form; the old file did this separately in each place.
